# The Gaussian profile in Landau gauge is square integrable and solves the equation in x with eigenvalue B/2

Take a spinless particle of charge -1 moving in the xy plane, with a uniform magnetic field `B > 0` along z and vector potential (0, Bx, 0), in units where ħ and the mass are 1 and the coupling to the field is through p + A. For each momentum `k` along `y` this leaves an equation in `x` alone. The theorem states that φ(x) = exp(-(k + Bx)²/(2B)), which is not normalised, is square integrable over the real line and satisfies -φ''/2 + (k + Bx)²φ/2 = (B/2)φ at every `x`. The attempt gets integrability from a shifted Gaussian, and the equation by finding the derivative of the exponent, then that of φ, and differentiating once more.

Lean 4 with Mathlib refuses this proof:

```lean
import Mathlib

open ComplexConjugate

namespace LandauProfileEigen

noncomputable section

/-- The periodic 4 × 4 square grid. -/
def torus : SimpleGraph (Fin 4 × Fin 4) :=
  SimpleGraph.fromRel fun p q => q = (p.1 + 1, p.2) ∨ q = (p.1, p.2 + 1)

instance : DecidableRel torus.Adj := fun p q =>
  decidable_of_iff (p ≠ q ∧ ((q = (p.1 + 1, p.2) ∨ q = (p.1, p.2 + 1)) ∨
    (p = (q.1 + 1, q.2) ∨ p = (q.1, q.2 + 1)))) Iff.rfl

/-- The Gaussian profile `exp(-(k + Bx)²/(2B))` in Landau gauge, for `B > 0` and momentum `k` along
`y`, the coordinate on which the vector potential does not depend. -/
def landauProfile (B k x : ℝ) : ℝ := Real.exp (-(k + B * x) ^ 2 / (2 * B))

/-- For `B > 0` the Gaussian profile is square integrable and solves the Landau-gauge
eigenvalue equation `-φ''/2 + (k + Bx)² φ/2 = (B/2) φ`. -/
theorem landauProfile_eigen {B : ℝ} (hB : 0 < B) (k : ℝ) :
    MeasureTheory.Integrable (fun x => landauProfile B k x ^ 2) ∧
    ∀ x, -(1 / 2) * deriv (deriv (landauProfile B k)) x
      + 1 / 2 * (k + B * x) ^ 2 * landauProfile B k x = B / 2 * landauProfile B k x := by
  constructor
  · obtain ⟨c, rfl⟩ : ∃ c, k = B * c := ⟨k / B, by field_simp⟩
    have h := (integrable_exp_neg_mul_sq hB).comp_add_right c
    convert h using 1
    ext x
    have hx : -(B * c + B * x) ^ 2 / (2 * B) = -B * (x + c) ^ 2 / 2 := by
      rw [div_eq_iff (by positivity)]
      ring
    rw [landauProfile, hx, ← Real.exp_nat_mul]
    congr 1
    push_cast
    ring
  · have l : ∀ x, HasDerivAt (fun y => k + B * y) B x := fun x => by
      simpa using ((hasDerivAt_id' x).const_mul B).const_add k
    have h1 : ∀ x, HasDerivAt (landauProfile B k) (-(k + B * x) * landauProfile B k x) x := by
      intro x
      have e : HasDerivAt (fun y => -(k + B * y) ^ 2 / (2 * B)) (-(k + B * x)) x := by
        convert (((l x).fun_mul (l x)).fun_neg).div_const (2 * B) using 1
        · ext y
          ring
        · rw [eq_div_iff (by positivity)]
          ring
      exact e.exp.congr_deriv (by simp only [landauProfile]; ring)
    have h2 : deriv (landauProfile B k) = fun x => -(k + B * x) * landauProfile B k x :=
      funext fun x => (h1 x).deriv
    intro x
    have h3 := (l x).fun_neg.fun_mul (h1 x)
    rw [h2, h3.deriv]
    ring

end

end LandauProfileEigen
```

The error:

```
Main.lean:47:14: error: Tactic `rewrite` failed: Did not find an occurrence of the pattern
  ?m.832 = ?m.830 / ?m.831
in the target expression
  Semiring.toModule = (NormedAlgebra.toNormedSpace ℝ).toModule

case e'_5
B : ℝ
hB : 0 < B
k : ℝ
l : ∀ (x : ℝ), HasDerivAt (fun y => k + B * y) B x
x : ℝ
e_4✝ : Real.instAddCommGroup = NormedField.toNormedDivisionRing.toAddCommGroup
⊢ Semiring.toModule = (NormedAlgebra.toNormedSpace ℝ).toModule
Main.lean:43:84: error: unsolved goals
case e'_8
B : ℝ
hB : 0 < B
k : ℝ
l : ∀ (x : ℝ), HasDerivAt (fun y => k + B * y) B x
x : ℝ
⊢ (fun y => -(k + B * y) ^ 2 / (2 * B)) = fun x => -((k + B * x) * (k + B * x)) / (2 * B)

case e'_9
B : ℝ
hB : 0 < B
k : ℝ
l : ∀ (x : ℝ), HasDerivAt (fun y => k + B * y) B x
x : ℝ
⊢ -(k + B * x) = -(B * (k + B * x) + (k + B * x) * B) / (2 * B)
Main.lean:47:29: error: failed to synthesize
  Zero ?m.828

Hint: Additional diagnostic information may be available using the `set_option diagnostics true` command.
```

Diagnosis. The proof fails at the derivative of the exponent. There `convert ... using 1` left not only the two expected equations, between the functions and between the derivative values, but also equations between instances. The bullets take goals in order, so the second met an equality of module structures, `Semiring.toModule = (NormedAlgebra.toNormedSpace ℝ).toModule`. It contains no quotient for `eq_div_iff` to rewrite, hence the first error. The `Zero` error follows from this: with nothing matched, `positivity` was run without a known type. The two expected equations were never reached and are reported as unsolved.

The repair does without `convert`. It proves the equality of functions as `hf` and rewrites the goal with it, so that the function has the product form given by the derivative rules. Then `exact` accepts the instances as definitionally equal, and `congr_deriv` leaves only the equation between derivative values. That equation now has its quotient on the left, so `div_eq_iff` replaces `eq_div_iff`.

The change, after which it compiles:

```diff
@@ -42,9 +42,12 @@
       intro x
       have e : HasDerivAt (fun y => -(k + B * y) ^ 2 / (2 * B)) (-(k + B * x)) x := by
-        convert (((l x).fun_mul (l x)).fun_neg).div_const (2 * B) using 1
-        · ext y
+        have hf : (fun y => -(k + B * y) ^ 2 / (2 * B))
+            = fun y => -((k + B * y) * (k + B * y)) / (2 * B) := by
+          funext y
           ring
-        · rw [eq_div_iff (by positivity)]
-          ring
+        rw [hf]
+        exact ((((l x).fun_mul (l x)).fun_neg).div_const (2 * B)).congr_deriv (by
+          rw [div_eq_iff (by positivity)]
+          ring)
       exact e.exp.congr_deriv (by simp only [landauProfile]; ring)
     have h2 : deriv (landauProfile B k) = fun x => -(k + B * x) * landauProfile B k x :=
```
